# Below the RPA instability, a repulsive Hubbard U screens to attraction between equal spins and stronger repulsion between opposite spins

Let U > 0 be the Hubbard repulsion on a site and let x > 0 be the strength with which the density of each spin species responds to the total static potential it feels, with Ux < 1. In the random-phase approximation (RPA) the screened interaction between equal spins is

−U²x / (1 − U²x²) < 0,

and between opposite spins it is

U / (1 − U²x²) > U.

The bare interaction has no equal-spin part, so the attraction is entirely induced. The theorems also cover a spin-polarised site, where the two species can respond with different strengths.

## How an up electron attracts another up electron

The Pauli principle forbids two up electrons in one orbital, so the two up electrons in this picture are test charges with a spin label: W gives the potential that one produces for the other. An up electron raises the potential felt by down electrons by U. If the down density responds with strength b > 0, it changes by −bU. A second up electron interacts with this depleted down density, and its energy changes by

U · (−bU) = −U²b.

This is the lowest-order attraction between equal spins. Its strength is set by the response of the other spin.

The depletion continues to act. Fewer down electrons mean a lower potential for up electrons, so the up density rises by a · U²b, where a > 0 is its own response strength. That increase repels down electrons further, by U²ab times the original U. Opposite-spin repulsion is therefore enhanced, and each further round trip multiplies the effect by U²ab.

The condition U²ab < 1 says that a round trip returns less than it started with. At U²ab = 1 the RPA response diverges; for a = b = x and positive U this is Ux = 1, the Stoner-type magnetic instability of the model.

## The screened matrix, entry by entry

Number the spins 0 for up and 1 for down. The bare interaction v and the polarisability P are

v = [[0, U], [U, 0]],  P = [[−a, 0], [0, −b]].

The screened interaction W solves the Dyson equation

W = v + vPW, or equivalently (1 − vP)W = v.

Multiplying out gives

vP = [[0, −Ub], [−Ua, 0]],

1 − vP = [[1, Ub], [Ua, 1]].

The determinant of this dielectric matrix is

D = 1 − U²ab.

For D ≠ 0 the inverse is

(1 − vP)⁻¹ = (1/D) [[1, −Ub], [−Ua, 1]],

and multiplication by v from the right gives

W = (1/D) [[−U²b, U], [U, −U²a]].

If U, a and b are positive and U²ab < 1, then 0 < D < 1. The diagonal entries are negative because their numerators are negative and D is positive. The off-diagonal entries exceed U because U is divided by a positive number smaller than 1.

For a = b = x the condition Ux < 1 suffices: since 0 < Ux < 1, also (Ux)² < Ux < 1. Substitution then gives the two formulas at the top.

## Odd and even chains of bubbles

Iterating the Dyson equation produces the series

W = v + vPv + vPvPv + …

Each factor P is one bubble, and each v flips the spin label. Two identities organise the terms:

(vP)² = U²ab · 1,

vPv = [[−U²b, 0], [0, −U²a]].

A chain with 2n bubbles is therefore (U²ab)ⁿ v, which connects only opposite spins. A chain with 2n + 1 bubbles is (U²ab)ⁿ vPv, which connects only equal spins. For |U²ab| < 1 both families are geometric series:

W₀₀ = −U²b · Σₙ (U²ab)ⁿ = −U²b / (1 − U²ab),

W₀₁ = U · Σₙ (U²ab)ⁿ = U / (1 − U²ab),

with n running from 0.

## What the Lean statements say

The matrices are real and indexed by `Fin 2`. `bare U` is v, `bubble a b` is P, and `screened U a b` is W, defined through the matrix inverse. The minus signs are built into `bubble`, so positive `a` and `b` describe densities that fall when the potential rises.

`spin_resolved_screening` assumes `0 < U`, `0 < a`, `0 < b` and `U ^ 2 * a * b < 1`. It gives the full matrix W, the negative sign of both diagonal entries, and the bound that both off-diagonal entries are larger than U. `unpolarised_screening` is the case a = b = x, with the hypothesis `U * x < 1`.

Two statements justify the definition by an inverse. `dyson_iff` says that for D ≠ 0 a matrix solves the Dyson equation exactly when it equals `screened U a b`. `dyson_no_solution` says that at U²ab = 1 no matrix solves it.

The response strengths are given numbers, not computed from a Hamiltonian. There is one site, no frequency dependence and no vertex correction. "Attraction" refers to the sign of an entry of W; nothing is claimed about bound pairs or superconductivity.

For electronic-structure work, this static one-site RPA model shows that a single spin-independent number cannot reproduce all entries of W when the bare interaction is repulsive and acts only between opposite spins.

## A spin-independent bare interaction

The bare interaction could have been modelled as U between all pairs of spins, v = [[U, U], [U, U]], leaving the removal of the equal-spin self-interaction to exchange terms. With P = −x·1, the same Dyson equation then gives every entry of W the value

U / (1 + 2Ux).

Both spin channels would be repulsive and weaker than U, and there would be no instability at Ux = 1. Screening still lowers the equal-spin entry, by 2U²x / (1 + 2Ux), but this is less than the bare U, so no net attraction remains.

## The complete file

```lean
import Mathlib

open Matrix

namespace SpinResolvedHubbardScreening

noncomputable section

/-- The bare Hubbard interaction, acting only between opposite spins (index 0 is up, 1 is down). -/
def bare (U : ℝ) : Matrix (Fin 2) (Fin 2) ℝ := !![0, U; U, 0]

/-- The static spin-diagonal polarisability, `-a` for up electrons and `-b` for down electrons. -/
def bubble (a b : ℝ) : Matrix (Fin 2) (Fin 2) ℝ := !![-a, 0; 0, -b]

/-- The screened interaction `W = (1 - v P)⁻¹ v` of the random-phase approximation. -/
def screened (U a b : ℝ) : Matrix (Fin 2) (Fin 2) ℝ :=
  (1 - bare U * bubble a b)⁻¹ * bare U

/-- The product `v P` has zero diagonal and the off-diagonal entries `-U b` and `-U a`. -/
theorem bare_mul_bubble (U a b : ℝ) :
    bare U * bubble a b = !![0, -(U * b); -(U * a), 0] := by
  ext i j
  fin_cases i <;> fin_cases j <;>
    simp [bare, bubble, Matrix.mul_apply, Fin.sum_univ_succ]

/-- The determinant of the dielectric matrix `1 - v P` is `1 - U² a b`. -/
theorem det_dielectric (U a b : ℝ) :
    (1 - bare U * bubble a b).det = 1 - U ^ 2 * a * b := by
  rw [bare_mul_bubble, Matrix.det_fin_two]
  simp
  ring

/-- If `U² a b ≠ 1`, the screened interaction is the one and only solution of the
Dyson equation `W = v + v P W`. -/
theorem dyson_iff {U a b : ℝ} (h : 1 - U ^ 2 * a * b ≠ 0) (X : Matrix (Fin 2) (Fin 2) ℝ) :
    X = bare U + bare U * bubble a b * X ↔ X = screened U a b := by
  have hu : IsUnit (1 - bare U * bubble a b).det := by
    rw [det_dielectric]
    exact isUnit_iff_ne_zero.mpr h
  constructor
  · intro hX
    have hA : (1 - bare U * bubble a b) * X = bare U := by
      rw [Matrix.sub_mul, Matrix.one_mul]
      exact sub_eq_iff_eq_add.mpr hX
    calc X = (1 - bare U * bubble a b)⁻¹ * ((1 - bare U * bubble a b) * X) := by
          rw [← Matrix.mul_assoc, Matrix.nonsing_inv_mul _ hu, Matrix.one_mul]
      _ = screened U a b := by rw [hA, screened]
  · intro hX
    have hA : (1 - bare U * bubble a b) * X = bare U := by
      rw [hX, screened, ← Matrix.mul_assoc, Matrix.mul_nonsing_inv _ hu, Matrix.one_mul]
    rw [Matrix.sub_mul, Matrix.one_mul] at hA
    exact sub_eq_iff_eq_add.mp hA

/-- At `U² a b = 1` the Dyson equation has no solution. -/
theorem dyson_no_solution {U a b : ℝ} (h : U ^ 2 * a * b = 1)
    (X : Matrix (Fin 2) (Fin 2) ℝ) : X ≠ bare U + bare U * bubble a b * X := by
  intro hX
  have hA : (1 - bare U * bubble a b) * X = bare U := by
    rw [Matrix.sub_mul, Matrix.one_mul]
    exact sub_eq_iff_eq_add.mpr hX
  -- the left side is singular, the bare interaction is not
  have hd := congrArg Matrix.det hA
  have hv : (bare U).det = -(U * U) := by simp [bare, Matrix.det_fin_two]
  rw [Matrix.det_mul, det_dielectric, h, sub_self, zero_mul, hv] at hd
  have hU : U = 0 := mul_self_eq_zero.mp (by linarith)
  rw [hU] at h
  norm_num at h

/-- Closed form of the screened interaction, multiplied by the dielectric determinant. -/
theorem det_smul_screened {U a b : ℝ} (h : 1 - U ^ 2 * a * b ≠ 0) :
    (1 - U ^ 2 * a * b) • screened U a b = !![-(U ^ 2 * b), U; U, -(U ^ 2 * a)] := by
  have hu : IsUnit (1 - bare U * bubble a b).det := by
    rw [det_dielectric]
    exact isUnit_iff_ne_zero.mpr h
  have key : (1 - bare U * bubble a b) * !![-(U ^ 2 * b), U; U, -(U ^ 2 * a)]
      = (1 - U ^ 2 * a * b) • bare U := by
    rw [bare_mul_bubble, Matrix.one_fin_two]
    ext i j
    fin_cases i <;> fin_cases j <;>
      simp [bare, Matrix.mul_apply, Fin.sum_univ_two] <;> ring
  rw [screened, ← Matrix.mul_smul, ← key, ← Matrix.mul_assoc,
    Matrix.nonsing_inv_mul _ hu, Matrix.one_mul]

/-- Spin-resolved screening: for positive `U`, `a` and `b` with `U² a b < 1`, the screened
interaction in closed form, negative between equal spins and larger than `U` between opposite spins.
-/
theorem spin_resolved_screening {U a b : ℝ} (hU : 0 < U) (ha : 0 < a) (hb : 0 < b)
    (h : U ^ 2 * a * b < 1) :
    (screened U a b = !![-(U ^ 2 * b) / (1 - U ^ 2 * a * b), U / (1 - U ^ 2 * a * b);
      U / (1 - U ^ 2 * a * b), -(U ^ 2 * a) / (1 - U ^ 2 * a * b)]) ∧
    screened U a b 0 0 < 0 ∧ screened U a b 1 1 < 0 ∧
    U < screened U a b 0 1 ∧ U < screened U a b 1 0 := by
  have hd : 0 < 1 - U ^ 2 * a * b := by linarith
  have entry : ∀ i j, screened U a b i j
      = !![-(U ^ 2 * b), U; U, -(U ^ 2 * a)] i j / (1 - U ^ 2 * a * b) := by
    intro i j
    rw [eq_div_iff hd.ne', ← det_smul_screened hd.ne', Matrix.smul_apply, smul_eq_mul]
    ring
  have h00 : screened U a b 0 0 = -(U ^ 2 * b) / (1 - U ^ 2 * a * b) := entry 0 0
  have h01 : screened U a b 0 1 = U / (1 - U ^ 2 * a * b) := entry 0 1
  have h10 : screened U a b 1 0 = U / (1 - U ^ 2 * a * b) := entry 1 0
  have h11 : screened U a b 1 1 = -(U ^ 2 * a) / (1 - U ^ 2 * a * b) := entry 1 1
  -- dividing by a determinant between 0 and 1 enhances the repulsion
  have hlt : U < U / (1 - U ^ 2 * a * b) := by
    rw [lt_div_iff₀ hd]
    have hp : 0 < U * (U ^ 2 * a * b) := by positivity
    linarith [mul_sub U 1 (U ^ 2 * a * b)]
  refine ⟨?_, ?_, ?_, h01 ▸ hlt, h10 ▸ hlt⟩
  · ext i j
    fin_cases i <;> fin_cases j
    · exact h00
    · exact h01
    · exact h10
    · exact h11
  · rw [h00]
    exact div_neg_of_neg_of_pos (neg_lt_zero.mpr (by positivity)) hd
  · rw [h11]
    exact div_neg_of_neg_of_pos (neg_lt_zero.mpr (by positivity)) hd

/-- The unpolarised case `P = -x 1` with `U` and `x` positive and `U x < 1`: the screened
interaction in closed form, negative between equal spins and larger than `U` between opposite spins.
-/
theorem unpolarised_screening {U x : ℝ} (hU : 0 < U) (hx : 0 < x) (h : U * x < 1) :
    (screened U x x = !![-(U ^ 2 * x) / (1 - U ^ 2 * x ^ 2), U / (1 - U ^ 2 * x ^ 2);
      U / (1 - U ^ 2 * x ^ 2), -(U ^ 2 * x) / (1 - U ^ 2 * x ^ 2)]) ∧
    -(U ^ 2 * x) / (1 - U ^ 2 * x ^ 2) < 0 ∧ U < U / (1 - U ^ 2 * x ^ 2) := by
  have e : U ^ 2 * x * x = U ^ 2 * x ^ 2 := by ring
  have hp : 0 < U * x := mul_pos hU hx
  have h2 : U ^ 2 * x * x < 1 := by nlinarith [mul_pos hp (sub_pos.mpr h)]
  obtain ⟨hW, h00, -, h01, -⟩ := spin_resolved_screening hU hx hx h2
  rw [e] at hW
  rw [hW] at h00 h01
  exact ⟨hW, h00, h01⟩

/-- A chain with an even number of bubbles is a multiple of the bare opposite-spin interaction;
a chain with an odd number of bubbles acts only between equal spins. -/
theorem bubble_chain (U a b : ℝ) (n : ℕ) :
    (bare U * bubble a b) ^ (2 * n) * bare U = (U ^ 2 * a * b) ^ n • bare U ∧
    (bare U * bubble a b) ^ (2 * n + 1) * bare U
      = (U ^ 2 * a * b) ^ n • !![-(U ^ 2 * b), 0; 0, -(U ^ 2 * a)] := by
  -- two bubbles restore the spin label
  have hsq : (bare U * bubble a b) * (bare U * bubble a b)
      = (U ^ 2 * a * b) • (1 : Matrix (Fin 2) (Fin 2) ℝ) := by
    rw [bare_mul_bubble]
    ext i j
    fin_cases i <;> fin_cases j <;> simp [Matrix.mul_apply, Fin.sum_univ_succ] <;> ring
  have hone : bare U * bubble a b * bare U = !![-(U ^ 2 * b), 0; 0, -(U ^ 2 * a)] := by
    rw [bare_mul_bubble]
    ext i j
    fin_cases i <;> fin_cases j <;>
      simp [bare, Matrix.mul_apply, Fin.sum_univ_succ] <;> ring
  have heven : (bare U * bubble a b) ^ (2 * n) * bare U = (U ^ 2 * a * b) ^ n • bare U := by
    rw [pow_mul, sq (bare U * bubble a b), hsq, smul_pow, one_pow, Matrix.smul_mul,
      Matrix.one_mul]
  refine ⟨heven, ?_⟩
  rw [pow_succ' (bare U * bubble a b) (2 * n), Matrix.mul_assoc, heven, Matrix.mul_smul, hone]

/-- For `|U² a b| < 1` the odd bubble chains sum to the screened up-up interaction and the
even ones to the screened up-down interaction. -/
theorem bubble_series {U a b : ℝ} (h : |U ^ 2 * a * b| < 1) :
    HasSum (fun n : ℕ => ((bare U * bubble a b) ^ (2 * n + 1) * bare U) 0 0)
      (screened U a b 0 0) ∧
    HasSum (fun n : ℕ => ((bare U * bubble a b) ^ (2 * n) * bare U) 0 1)
      (screened U a b 0 1) := by
  have hd : 1 - U ^ 2 * a * b ≠ 0 := (sub_pos.mpr (abs_lt.mp h).2).ne'
  have entry : ∀ i j, screened U a b i j
      = (1 - U ^ 2 * a * b)⁻¹ * !![-(U ^ 2 * b), U; U, -(U ^ 2 * a)] i j := by
    intro i j
    rw [← det_smul_screened hd, Matrix.smul_apply, smul_eq_mul, inv_mul_cancel_left₀ hd]
  have hg := hasSum_geometric_of_abs_lt_one h
  constructor
  · rw [entry 0 0]
    simp only [(bubble_chain U a b _).2, Matrix.smul_apply, smul_eq_mul]
    exact hg.mul_right (-(U ^ 2 * b))
  · rw [entry 0 1]
    simp only [(bubble_chain U a b _).1, Matrix.smul_apply, smul_eq_mul]
    exact hg.mul_right U

end

end SpinResolvedHubbardScreening
```

```lean
#print axioms SpinResolvedHubbardScreening.dyson_iff
#print axioms SpinResolvedHubbardScreening.dyson_no_solution
#print axioms SpinResolvedHubbardScreening.unpolarised_screening
#print axioms SpinResolvedHubbardScreening.bubble_series
```

```
'SpinResolvedHubbardScreening.dyson_iff' depends on axioms: [propext, Classical.choice, Quot.sound]
'SpinResolvedHubbardScreening.dyson_no_solution' depends on axioms: [propext, Classical.choice, Quot.sound]
'SpinResolvedHubbardScreening.unpolarised_screening' depends on axioms: [propext, Classical.choice, Quot.sound]
'SpinResolvedHubbardScreening.bubble_series' depends on axioms: [propext, Classical.choice, Quot.sound]
```

## How the proof follows the matrix algebra

`bare_mul_bubble` computes vP entry by entry, and `det_dielectric` obtains D from the 2×2 determinant formula.

In `dyson_iff`, the assumption D ≠ 0 makes the dielectric matrix invertible. Both directions pass through (1 − vP)W = v: the forward one multiplies it by the inverse, and the reverse one obtains it from the inverse formula and moves vPW back to the right side. `dyson_no_solution` takes determinants of (1 − vP)X = v instead. The left side has determinant 0 when U²ab = 1, while the right side has determinant −U². Hence U = 0, which contradicts U²ab = 1.

`det_smul_screened` avoids writing out the inverse. Its step `key` checks the product

(1 − vP) [[−U²b, U], [U, −U²a]] = D v,

and multiplication by the inverse from the left gives the closed form of D·W. The lemma assumes D ≠ 0, and it needs to: at D = 0 Lean sets the singular inverse to zero, so D·W would be zero while the matrix on the right is not.

In `spin_resolved_screening`, `entry` divides that closed form by D, which is positive by hypothesis. The step `hlt` proves the enhancement: `lt_div_iff₀` turns U < U/D into U·D < U, which holds because U · U²ab is positive. The signs of the diagonal entries come from `div_neg_of_neg_of_pos`, a negative number divided by a positive one.

`unpolarised_screening` first derives U²x² < 1 from Ux < 1, using the positive product Ux(1 − Ux), and then applies the general theorem with a = b = x.

`bubble_chain` proves the two identities for (vP)² and vPv as `hsq` and `hone`. Raising the first to the power n gives the even chains, and one more factor vP gives the odd ones. This needs no restriction on U, a or b. `bubble_series` inserts these forms into Mathlib's geometric series, multiplies by −U²b or U, and identifies the sums with the up-up and up-down entries of W.
